# The two-by-two generator of a moment's linearised motion under spin torque, damping and precession

Near equilibrium, a single moment of fixed length has two small transverse deviations, taken here along the principal axes of the restoring field, with stiffnesses `k1` and `k2`. The model is the linearised Landau–Lifshitz equation with a damping-like spin torque and no field-like one, in units where the gyromagnetic factor is one. The generator of the motion is `c` times the identity, for the spin torque, minus the product of `a • 1 + precession` with the diagonal matrix of the stiffnesses. Here `a` is the damping coefficient and `precession` is the quarter turn with rows (0, 1) and (−1, 0). The theorem `generator_eq` states that, for all real `a`, `c`, `k1` and `k2`, this matrix has rows (c − a k1, −k2) and (k1, c − a k2). The attempt compares the matrices entry by entry, splitting into the four index pairs and asking `simp` to expand the product and finish each one.

Lean 4 with Mathlib refuses this proof:

```lean
import Mathlib

open Matrix

namespace GeneratorEq

noncomputable section

/-- The quarter turn by which precession couples the two transverse deviations. -/
def precession : Matrix (Fin 2) (Fin 2) ℝ := !![0, 1; -1, 0]

/-- The stiffnesses `k1`, `k2` of the equilibrium against the two transverse deviations. -/
def stiffness (k1 k2 : ℝ) : Matrix (Fin 2) (Fin 2) ℝ := !![k1, 0; 0, k2]

/-- Generator of the linearised motion of the moment: spin torque `c` drives the deviation,
while the restoring field acts through damping `a` and precession. -/
def generator (a c k1 k2 : ℝ) : Matrix (Fin 2) (Fin 2) ℝ :=
  c • (1 : Matrix (Fin 2) (Fin 2) ℝ)
    - (a • (1 : Matrix (Fin 2) (Fin 2) ℝ) + precession) * stiffness k1 k2

/-- The generator written out in its four entries. -/
theorem generator_eq (a c k1 k2 : ℝ) :
    generator a c k1 k2 = !![c - a * k1, -k2; k1, c - a * k2] := by
  ext i j
  fin_cases i <;> fin_cases j <;>
    simp [generator, precession, stiffness, Matrix.mul_apply, Fin.sum_univ_succ]

end

end GeneratorEq
```

The compiler's answer:

```
Main.lean:23:65: error: unsolved goals
case «1».«1»
a c k1 k2 : ℝ
⊢ a * 1 1 (Fin.succ 0) = a ∨ k2 = 0
```

The error concerns only the lower right entry. There `simp` has cancelled `c` and then the common factor `k2`, which leaves the claim that either `a * 1 1 (Fin.succ 0) = a` or `k2 = 0`. The first `1` after the multiplication sign is the identity matrix, and what follows it are its row and column. The entry lies on the diagonal, so it equals one and the claim is true, but `simp` did not evaluate it. The column is written `Fin.succ 0`, a form left by `Fin.sum_univ_succ` when it splits off the first term of the sum, and it does not match the row `1` as written.

The repair replaces that lemma with `Fin.sum_univ_two`, which writes the sum's two terms directly at the indices `0` and `1`. It also adds `Matrix.one_apply`, which turns an entry of the identity into one or zero according to whether its indices are equal, a test `simp` can settle on these numerals. The leftover factor then becomes one, and the entry closes.

Lean accepts the file once it reads:

```diff
@@ -24,5 +24,6 @@
   ext i j
   fin_cases i <;> fin_cases j <;>
-    simp [generator, precession, stiffness, Matrix.mul_apply, Fin.sum_univ_succ]
+    simp [generator, precession, stiffness, Matrix.mul_apply, Matrix.one_apply,
+      Fin.sum_univ_two]
 
 end
```
